# A 1s Slater function with nonzero exponent has no derivative at its centre

The 1s Slater function here is exp(−ζ‖x − A‖), without a normalising factor, on a real inner product space with more than one point. The theorem `slater_cusp` says that if ζ is not zero, of either sign, this function is not differentiable at its centre A. The proof supposes that it is, and restricts it to a line A + tv through the centre, with v nonzero. The logarithm along that line is −ζ‖v‖|t|, so |t| would be differentiable at t = 0, which it is not.

This version doesn't compile in Lean 4 with Mathlib:

```lean
import Mathlib

noncomputable section

namespace SlaterCusp

variable {E : Type*} [NormedAddCommGroup E] [InnerProductSpace ℝ E]

/-- The unnormalised 1s Slater function with exponent `ζ` and centre `A`. -/
def slater (ζ : ℝ) (A : E) : E → ℝ := fun x => Real.exp (-ζ * ‖x - A‖)

/-- In a space with more than one point, a Slater function with nonzero exponent
is not differentiable at its centre. -/
theorem slater_cusp [Nontrivial E] {ζ : ℝ} (hζ : ζ ≠ 0) (A : E) :
    ¬ DifferentiableAt ℝ (slater ζ A) A := by
  intro h
  obtain ⟨v, hv⟩ := exists_ne (0 : E)
  have hv' : ‖v‖ ≠ 0 := norm_ne_zero_iff.mpr hv
  -- restrict the function to a line through the centre
  have hl : DifferentiableAt ℝ (fun t : ℝ => A + t • v) 0 := by fun_prop
  have h' : DifferentiableAt ℝ (slater ζ A) (A + (0 : ℝ) • v) := by simpa using h
  have hc : DifferentiableAt ℝ (fun t : ℝ => slater ζ A (A + t • v)) 0 :=
    DifferentiableAt.comp (0 : ℝ) h' hl
  have hne : slater ζ A (A + (0 : ℝ) • v) ≠ 0 := Real.exp_ne_zero _
  -- its logarithm is a nonzero multiple of `|t|`
  have key : DifferentiableAt ℝ (fun t : ℝ => |t|) 0 := by
    have e : (fun t : ℝ => |t|) =
        fun t : ℝ => -(ζ * ‖v‖)⁻¹ * Real.log (slater ζ A (A + t • v)) := by
      funext t
      simp only [slater, add_sub_cancel_left, norm_smul, Real.norm_eq_abs, Real.log_exp]
      field_simp
    rw [e]
    exact (hc.log hne).const_mul _
  exact not_differentiableAt_abs_zero key

end SlaterCusp
```

The compiler's answer:

```
Main.lean:23:34: error: Application type mismatch: The argument
  h'
has type
  DifferentiableAt.{0, u_1, 0} ℝ (slater ζ A) (A + 0 • v)
but is expected to have type
  DifferentiableAt.{0, 0, 0} ℝ Real.exp (-ζ * ‖A + 0 • v - A‖)
in the application
  DifferentiableAt.comp 0 h'
```

What went wrong. The error is in `hc`, where the chain rule `DifferentiableAt.comp` should combine `h'`, on the Slater function, with `hl`, on the line. The lemma is about a composite of an outer function `g` and an inner function `f`, and the attempt leaves Lean to find both from the goal. The goal can be split in more than one way. The expected type in the message shows that Lean unfolded `slater` and took `Real.exp` as the outer function, which leaves the whole exponent, `-ζ * ‖A + t • v - A‖`, as the inner one. It therefore wanted differentiability of `Real.exp` at the exponent's value at `t = 0`, and `h'` is about `slater ζ A` at the point `A + 0 • v`.

The repair names both functions: `g` is `slater ζ A` and `f` is `fun t : ℝ => A + t • v`. With the split fixed, `h'` and `hl` are just the two hypotheses the lemma asks for, and the composite is the function in the goal.

Lean accepts the file once it reads:

```diff
@@ -21,5 +21,5 @@
   have h' : DifferentiableAt ℝ (slater ζ A) (A + (0 : ℝ) • v) := by simpa using h
   have hc : DifferentiableAt ℝ (fun t : ℝ => slater ζ A (A + t • v)) 0 :=
-    DifferentiableAt.comp (0 : ℝ) h' hl
+    DifferentiableAt.comp (g := slater ζ A) (f := fun t : ℝ => A + t • v) (0 : ℝ) h' hl
   have hne : slater ζ A (A + (0 : ℝ) • v) ≠ 0 := Real.exp_ne_zero _
   -- its logarithm is a nonzero multiple of `|t|`
```
